# Setting one Ising spin replaces only that spin's factor in a finite cluster product

Each site carries a classical Ising spin with value `1` or `-1`, and a finite set of sites `A` has a cluster product, the product of the spins on it. The lemma says what happens to this product when the spin at site `i` is set to `u` and all others are kept. If `i` lies in `A`, the new product is `u` times the product of the old spins over the rest of `A`; if not, the product is unchanged. The spin configuration is arbitrary, and no energy or probability distribution enters. The proof treats the two cases separately, taking out the factor at `i` in the first, and compares the remaining products factor by factor.

The failing Lean file:

```lean
import Mathlib

open Finset

namespace ClusterUpdate

noncomputable section

variable {ι : Type*} [DecidableEq ι]

/-- The real value, `1` or `-1`, of an Ising spin. -/
def spin (u : ℤˣ) : ℝ := ((u : ℤ) : ℝ)

/-- The product of the spins on the sites of the cluster `A`. -/
def cluster (A : Finset ι) (s : ι → ℤˣ) : ℝ := ∏ k ∈ A, spin (s k)

/-- Setting the spin at site `i` to `u` replaces its factor in every cluster product that
contains `i`, and leaves the other cluster products unchanged. -/
theorem cluster_update (A : Finset ι) (s : ι → ℤˣ) (i : ι) (u : ℤˣ) :
    cluster A (Function.update s i u) =
      if i ∈ A then spin u * cluster (A.erase i) s else cluster A s := by
  split_ifs with h
  · rw [cluster, ← Finset.mul_prod_erase A _ h, Function.update_self]
    congr 1
    exact Finset.prod_congr rfl fun k hk => by
      rw [Function.update_of_ne (Finset.ne_of_mem_erase hk)]
  · exact Finset.prod_congr rfl fun k hk => by
      rw [Function.update_of_ne (fun e => h (e ▸ hk))]

end

end ClusterUpdate
```

Compiling this gives:

```
Main.lean:28:45: error: invalid `▸` notation, expected result type of cast is 
  i ∈ A
however, the equality 
  e
of type 
  ?m.110 = ?m.111
does not contain the expected result type on either the left or the right hand side
Main.lean:27:44: error: unsolved goals
ι : Type u_1
inst✝ : DecidableEq ι
A : Finset ι
s : ι → ℤˣ
i : ι
u : ℤˣ
h : i ∉ A
k : ι
hk : k ∈ A
⊢ spin (Function.update s i u k) = spin (s k)
```

After these edits no error is left:

```diff
@@ -25,6 +25,7 @@
     exact Finset.prod_congr rfl fun k hk => by
       rw [Function.update_of_ne (Finset.ne_of_mem_erase hk)]
-  · exact Finset.prod_congr rfl fun k hk => by
-      rw [Function.update_of_ne (fun e => h (e ▸ hk))]
+  · refine Finset.prod_congr rfl fun k hk => ?_
+    have hki : k ≠ i := fun e => h (e ▸ hk)
+    rw [Function.update_of_ne hki]
 
 end
```

Cause. The first error is in the case where `i` is not in `A`. There `Function.update_of_ne` needs a proof that the site `k` differs from `i`, and the attempt supplies `fun e => h (e ▸ hk)`. But `rw` elaborates this term before matching the lemma against the goal, so the two sides of `e` are still unknown, shown as `?m.110 = ?m.111`. The `▸` notation must find one side of the equality in the expected type `i ∈ A`, and with both sides unknown it cannot.

The second error follows from the first: the rewrite was never carried out, so its goal remains open.

The repair states `hki : k ≠ i` first. Now `e` is known to be `k = i`, and `▸` can turn `hk : k ∈ A` into `i ∈ A`, which contradicts `h`. Given `hki`, the rewrite knows both sites and closes the goal. The change from `exact` with a `by` block to `refine` with `?_` is mere tidying.
